# Linearised density mixing tuned to the extreme eigenvalues of a symmetric, positive dielectric model tolerates model errors of operator norm below the lowest one

In a self-consistent field (SCF) calculation, the step length of linear density mixing may be chosen from a model of the dielectric response, while the iteration itself follows the actual response. The file below bounds the effect of that mismatch on the linearised iteration and shows when the density error still shrinks.

```lean
import Mathlib

open scoped InnerProductSpace
open Filter Topology

namespace DielectricModelError

noncomputable section

variable {H : Type*} [NormedAddCommGroup H] [InnerProductSpace ℝ H]

/-- The operator `E` is symmetric and its quadratic form lies between `m` and `L` times
the squared norm. -/
def SpectralWindow (E : H →L[ℝ] H) (m L : ℝ) : Prop :=
  (∀ x y, ⟪E x, y⟫_ℝ = ⟪x, E y⟫_ℝ) ∧
    ∀ x, m * ‖x‖ ^ 2 ≤ ⟪x, E x⟫_ℝ ∧ ⟪x, E x⟫_ℝ ≤ L * ‖x‖ ^ 2

/-- The error propagator `1 - a (E + V)` of linear mixing with step `a`, dielectric
operator `E` and model error `V`. -/
def errorMap (a : ℝ) (E V : H →L[ℝ] H) : H →L[ℝ] H := 1 - a • (E + V)

/-- One linearised SCF mixing step for the density `n` around the fixed point `ns`. -/
def mixingStep (a : ℝ) (E V : H →L[ℝ] H) (ns n : H) : H := n - a • ((E + V) (n - ns))

/-- A symmetric operator whose quadratic form is bounded by `c` in absolute value has
operator norm at most `c`. -/
theorem norm_le_of_form (T : H →L[ℝ] H) (hT : ∀ x y, ⟪T x, y⟫_ℝ = ⟪x, T y⟫_ℝ)
    {c : ℝ} (hc : 0 ≤ c) (h : ∀ x, |⟪x, T x⟫_ℝ| ≤ c * ‖x‖ ^ 2) : ‖T‖ ≤ c := by
  -- polarisation
  have key : ∀ x y, 4 * ⟪T x, y⟫_ℝ ≤ 2 * c * (‖x‖ ^ 2 + ‖y‖ ^ 2) := by
    intro x y
    have h1 := (abs_le.mp (h (x + y))).2
    have h2 := (abs_le.mp (h (x - y))).1
    rw [norm_add_sq_real] at h1
    rw [norm_sub_sq_real] at h2
    simp only [map_add, inner_add_left, inner_add_right] at h1
    simp only [map_sub, inner_sub_left, inner_sub_right] at h2
    have s1 := hT x y
    have s2 : ⟪y, T x⟫_ℝ = ⟪T x, y⟫_ℝ := real_inner_comm _ _
    nlinarith
  refine T.opNorm_le_bound hc fun x => ?_
  by_contra hlt
  have hlt : c * ‖x‖ < ‖T x‖ := not_le.mp hlt
  have ht : 0 < ‖T x‖ := lt_of_le_of_lt (by positivity) hlt
  have hr : 0 < ‖x‖ := by
    rw [norm_pos_iff]
    rintro rfl
    simp at ht
  -- balance the two vectors so that they have equal length
  have k := key (‖T x‖ • x) (‖x‖ • T x)
  simp only [map_smul, real_inner_smul_left, real_inner_smul_right, norm_smul, norm_norm,
    real_inner_self_eq_norm_sq] at k
  have p := mul_pos (mul_pos hr (pow_pos ht 2)) (sub_pos.2 hlt)
  nlinarith

/-- Without model error, the error propagator at step `2/(m+L)` has norm at most `(L-m)/(L+m)`. -/
theorem norm_exact_le {E : H →L[ℝ] H} {m L : ℝ} (hE : SpectralWindow E m L)
    (hm : 0 < m) (hmL : m ≤ L) :
    ‖1 - (2 / (m + L)) • E‖ ≤ (L - m) / (L + m) := by
  have hs : 0 < m + L := by linarith
  have hs' : L + m ≠ 0 := by linarith
  have h2 : 2 / (m + L) * (m + L) = 2 := div_mul_cancel₀ _ hs.ne'
  have ha : 0 ≤ 2 / (m + L) := by positivity
  generalize 2 / (m + L) = a at h2 ha ⊢
  have happ : ∀ x, (1 - a • E) x = x - a • E x := fun _ => rfl
  have e1 : (L - m) / (L + m) = 1 - a * m := by
    rw [div_eq_iff hs']
    linear_combination m * h2
  have e2 : (L - m) / (L + m) = a * L - 1 := by
    rw [div_eq_iff hs']
    linear_combination (-L) * h2
  refine norm_le_of_form _ (fun x y => ?_)
    (div_nonneg (by linarith) (by linarith)) fun x => ?_
  · simp only [happ, inner_sub_left, inner_sub_right, real_inner_smul_left,
      real_inner_smul_right, hE.1 x y]
  · rw [happ, inner_sub_right, real_inner_smul_right, real_inner_self_eq_norm_sq, abs_le]
    have l := mul_le_mul_of_nonneg_left (hE.2 x).1 ha
    have u := mul_le_mul_of_nonneg_left (hE.2 x).2 ha
    constructor
    · rw [e2]
      nlinarith
    · rw [e1]
      nlinarith

/-- A model error `V` raises the bound on the error propagator by `2‖V‖/(L+m)`. -/
theorem norm_errorMap_le {E : H →L[ℝ] H} {m L : ℝ} (hE : SpectralWindow E m L)
    (hm : 0 < m) (hmL : m ≤ L) (V : H →L[ℝ] H) :
    ‖errorMap (2 / (m + L)) E V‖ ≤ (L - m + 2 * ‖V‖) / (L + m) := by
  have ha : 0 ≤ 2 / (m + L) := div_nonneg (by norm_num) (by linarith)
  have split : errorMap (2 / (m + L)) E V
      = (1 - (2 / (m + L)) • E) - (2 / (m + L)) • V := by
    rw [errorMap, smul_add, sub_sub]
  calc ‖errorMap (2 / (m + L)) E V‖
      ≤ ‖1 - (2 / (m + L)) • E‖ + ‖(2 / (m + L)) • V‖ := by
        rw [split]
        exact norm_sub_le _ _
    _ ≤ (L - m) / (L + m) + 2 / (m + L) * ‖V‖ := by
        rw [norm_smul, Real.norm_of_nonneg ha]
        linarith [norm_exact_le hE hm hmL]
    _ = (L - m + 2 * ‖V‖) / (L + m) := by
        rw [add_comm m L]
        ring

/-- In finite dimension, a symmetric operator with all eigenvalues in `[m, L]` has its
quadratic form in the same window. -/
theorem spectralWindow_of_eigenvalues [FiniteDimensional ℝ H] {E : H →L[ℝ] H} {m L : ℝ}
    (hE : (E : H →ₗ[ℝ] H).IsSymmetric)
    (h : ∀ μ : ℝ, Module.End.HasEigenvalue (E : H →ₗ[ℝ] H) μ → m ≤ μ ∧ μ ≤ L) :
    SpectralWindow E m L := by
  have hsym : ∀ x y, ⟪E x, y⟫_ℝ = ⟪x, E y⟫_ℝ := fun x y => hE x y
  obtain ⟨b, ev, hb, hev⟩ : ∃ (b : OrthonormalBasis (Fin (Module.finrank ℝ H)) ℝ H)
      (ev : Fin (Module.finrank ℝ H) → ℝ),
      (∀ i, E (b i) = ev i • b i) ∧ ∀ i, m ≤ ev i ∧ ev i ≤ L :=
    ⟨hE.eigenvectorBasis rfl, hE.eigenvalues rfl,
      fun i => hE.apply_eigenvectorBasis rfl i,
      fun i => h _ (hE.hasEigenvalue_eigenvalues rfl i)⟩
  refine ⟨hsym, fun x => ?_⟩
  -- expand the form and the norm in the eigenbasis
  have hq : ⟪x, E x⟫_ℝ = ∑ i, ev i * ⟪b i, x⟫_ℝ ^ 2 := by
    rw [← b.sum_inner_mul_inner x (E x)]
    refine Finset.sum_congr rfl fun i _ => ?_
    rw [← hsym (b i) x, hb, real_inner_smul_left, real_inner_comm (b i) x]
    ring
  have hn : ‖x‖ ^ 2 = ∑ i, ⟪b i, x⟫_ℝ ^ 2 := by
    rw [← real_inner_self_eq_norm_sq, ← b.sum_inner_mul_inner x x]
    refine Finset.sum_congr rfl fun i _ => ?_
    rw [real_inner_comm (b i) x]
    ring
  rw [hq, hn, Finset.mul_sum, Finset.mul_sum]
  exact ⟨Finset.sum_le_sum fun i _ => mul_le_mul_of_nonneg_right (hev i).1 (sq_nonneg _),
    Finset.sum_le_sum fun i _ => mul_le_mul_of_nonneg_right (hev i).2 (sq_nonneg _)⟩

/-- If the eigenvalues of the symmetric operator `E` lie in `[m, L]` and the model error
satisfies `‖V‖ < m`, the error propagator at step `2/(m+L)` has norm at most
`(L-m+2‖V‖)/(L+m)`, which is less than one. -/
theorem robust_contraction [FiniteDimensional ℝ H] {E V : H →L[ℝ] H} {m L : ℝ}
    (hE : (E : H →ₗ[ℝ] H).IsSymmetric)
    (h : ∀ μ : ℝ, Module.End.HasEigenvalue (E : H →ₗ[ℝ] H) μ → m ≤ μ ∧ μ ≤ L)
    (hm : 0 < m) (hmL : m ≤ L) (hV : ‖V‖ < m) :
    ‖errorMap (2 / (m + L)) E V‖ ≤ (L - m + 2 * ‖V‖) / (L + m) ∧
      (L - m + 2 * ‖V‖) / (L + m) < 1 := by
  refine ⟨norm_errorMap_le (spectralWindow_of_eigenvalues hE h) hm hmL V, ?_⟩
  rw [div_lt_one (by linarith)]
  linarith

/-- If `E` has spectral window `[m, L]` with `m > 0` and `‖V‖ < m`, the mixing iteration with step
`2/(m+L)` converges to the fixed point `ns` from any starting density, with a geometric bound on the
error after `k` steps. -/
theorem mixing_converges {E V : H →L[ℝ] H} {m L : ℝ} (hE : SpectralWindow E m L)
    (hm : 0 < m) (hmL : m ≤ L) (hV : ‖V‖ < m) (ns n : H) :
    (∀ k : ℕ, ‖(mixingStep (2 / (m + L)) E V ns)^[k] n - ns‖
      ≤ ((L - m + 2 * ‖V‖) / (L + m)) ^ k * ‖n - ns‖) ∧
    Tendsto (fun k : ℕ => (mixingStep (2 / (m + L)) E V ns)^[k] n) atTop (𝓝 ns) := by
  have hA := norm_errorMap_le hE hm hmL V
  have q0 : 0 ≤ (L - m + 2 * ‖V‖) / (L + m) := (norm_nonneg _).trans hA
  have q1 : (L - m + 2 * ‖V‖) / (L + m) < 1 := by
    rw [div_lt_one (by linarith)]
    linarith
  have step : ∀ y, mixingStep (2 / (m + L)) E V ns y - ns
      = errorMap (2 / (m + L)) E V (y - ns) := fun y => sub_right_comm _ _ _
  have bound : ∀ k : ℕ, ‖(mixingStep (2 / (m + L)) E V ns)^[k] n - ns‖
      ≤ ((L - m + 2 * ‖V‖) / (L + m)) ^ k * ‖n - ns‖ := by
    intro k
    induction k with
    | zero => simp
    | succ k ih =>
      rw [Function.iterate_succ_apply', step, pow_succ', mul_assoc]
      exact (ContinuousLinearMap.le_opNorm _ _).trans
        (mul_le_mul hA ih (norm_nonneg _) q0)
  refine ⟨bound, tendsto_iff_norm_sub_tendsto_zero.2
    (squeeze_zero (fun _ => norm_nonneg _) bound ?_)⟩
  simpa using (tendsto_pow_atTop_nhds_zero_of_lt_one q0 q1).mul_const ‖n - ns‖

/-- The norm bound is attained when `E` has an eigenvector at `L` and the model error is
`v` times the identity with `v ≥ 0`. -/
theorem bound_attained {E : H →L[ℝ] H} {m L v : ℝ} (hE : SpectralWindow E m L)
    (hm : 0 < m) (hmL : m ≤ L) (hv : 0 ≤ v) {u : H} (hu : u ≠ 0) (hEu : E u = L • u) :
    ‖errorMap (2 / (m + L)) E (v • 1)‖ = (L - m + 2 * v) / (L + m) := by
  have : Nontrivial H := ⟨u, 0, hu⟩
  have h1 : ‖(1 : H →L[ℝ] H)‖ = 1 := ContinuousLinearMap.norm_id
  have hV : ‖v • (1 : H →L[ℝ] H)‖ = v := by
    rw [norm_smul, h1, mul_one, Real.norm_of_nonneg hv]
  have up := norm_errorMap_le hE hm hmL (v • 1)
  rw [hV] at up
  refine le_antisymm up ?_
  have h2 : 2 / (m + L) * (m + L) = 2 := div_mul_cancel₀ _ (by linarith)
  have e : (L - m + 2 * v) / (L + m) = -(1 - 2 / (m + L) * (L + v)) := by
    rw [div_eq_iff (by linarith)]
    linear_combination (-(L + v)) * h2
  -- the eigenvector is reversed and scaled by exactly the bound
  have act : errorMap (2 / (m + L)) E (v • 1) u
      = (1 - 2 / (m + L) * (L + v)) • u := by
    change u - (2 / (m + L)) • (E u + v • u) = _
    rw [hEu]
    module
  have low := (errorMap (2 / (m + L)) E (v • 1)).le_opNorm u
  rw [act, norm_smul, Real.norm_eq_abs] at low
  rw [e]
  exact (neg_le_abs _).trans (le_of_mul_le_mul_right low (norm_pos_iff.2 hu))

/-- The model error `-m` times the identity has norm `m`, and an initial error along an
eigenvector of `E` at `m` then stays unchanged for every step length `a`. -/
theorem stagnation_at_threshold {E : H →L[ℝ] H} {m : ℝ} (hm : 0 < m) {u : H}
    (hu : u ≠ 0) (hEu : E u = m • u) :
    ‖-(m • (1 : H →L[ℝ] H))‖ = m ∧
      ∀ (a : ℝ) (ns : H) (k : ℕ),
        (mixingStep a E (-(m • 1)) ns)^[k] (ns + u) = ns + u := by
  have : Nontrivial H := ⟨u, 0, hu⟩
  have h1 : ‖(1 : H →L[ℝ] H)‖ = 1 := ContinuousLinearMap.norm_id
  refine ⟨by rw [norm_neg, norm_smul, h1, mul_one, Real.norm_of_nonneg hm.le], ?_⟩
  intro a ns k
  -- the perturbed dielectric operator annihilates the mode
  have h0 : (E + -(m • (1 : H →L[ℝ] H))) u = 0 := by
    change E u + -(m • u) = 0
    rw [hEu, add_neg_cancel]
  apply Function.iterate_fixed
  rw [mixingStep, add_sub_cancel_left, h0, smul_zero, sub_zero]

end

end DielectricModelError
```

```lean
#print axioms DielectricModelError.robust_contraction
#print axioms DielectricModelError.mixing_converges
#print axioms DielectricModelError.bound_attained
#print axioms DielectricModelError.stagnation_at_threshold
```

```
'DielectricModelError.robust_contraction' depends on axioms: [propext, Classical.choice, Quot.sound]
'DielectricModelError.mixing_converges' depends on axioms: [propext, Classical.choice, Quot.sound]
'DielectricModelError.bound_attained' depends on axioms: [propext, Classical.choice, Quot.sound]
'DielectricModelError.stagnation_at_threshold' depends on axioms: [propext, Classical.choice, Quot.sound]
```

## Density errors under a perturbed dielectric operator

Near a fixed point $n_s$, write the density as $n = n_s + e$. Linear mixing with step $a$ then changes the error $e$ to first order by

$$e \mapsto \bigl(1 - a(E+V)\bigr)e .$$

Here $E$ is the model dielectric operator, $V$ is the amount by which the actual response differs from it, and $E+V$ drives the iteration. If $F$ maps the input density to the output density, linear mixing is $n\mapsto n+a\bigl(F(n)-n\bigr)$, so $E+V=1-F'(n_s)$. The model is symmetric with eigenvalues in $[m,L]$, where $0<m\le L$. The condition $m>0$ means that, for $a>0$, the modelled correction $-aEe$ has a component against every nonzero error $e$, so no mode has eigenvalue zero. The upper limit $L$ bounds the strongest response. The step is tuned to the model: $a = 2/(m+L)$.

The main theorem, `robust_contraction`, says that if $\|V\|<m$, then

$$\|1-a(E+V)\| \le \frac{L-m+2\|V\|}{L+m} < 1 .$$

For linearised SCF mixing with this tuned step, an absolute response error below $m$ can therefore slow convergence but can't destroy it.

## How the Lean statement encodes the model

Density changes are vectors in a real inner product space `H`, and `E` and `V` are continuous linear maps on it. For real matrices, take `H` to be Euclidean space; the operator norm is then the largest singular value. `V` need not be symmetric. `errorMap a E V` is the error propagator, and `mixingStep a E V ns n` is one update of the density `n`, with `ns` for $n_s$.

`robust_contraction` assumes finite dimension, symmetry of `E`, and bounds on every eigenvalue. The intermediate results use `SpectralWindow E m L` instead: symmetry together with

$$m\|x\|^2 \le \langle x,Ex\rangle \le L\|x\|^2 \quad\text{for all } x .$$

This form also makes sense in infinite dimension, and `mixing_converges` is stated with it.

Two idealisations matter. The update is linear, so nothing is said about a nonlinear SCF map far from its fixed point. The symmetry of `E` in the chosen inner product is assumed, and a physical dielectric operator need not have it in the plain inner product of densities.

## From quadratic form to contraction

**Norm from the quadratic form.** Let $T$ be symmetric with $|\langle x,Tx\rangle|\le c\|x\|^2$. Expanding the forms at $x+y$ and $x-y$ and subtracting gives

$$4\langle Tx,y\rangle = \langle x+y,T(x+y)\rangle-\langle x-y,T(x-y)\rangle \le 2c\bigl(\|x\|^2+\|y\|^2\bigr),$$

where the last step uses the parallelogram law. If $Tx\neq0$, replace $x$ by $\|Tx\|x$ and $y$ by $\|x\|Tx$, which have equal length:

$$4\|x\|\,\|Tx\|^3 \le 4c\,\|x\|^2\|Tx\|^2 .$$

Division gives $\|Tx\|\le c\|x\|$, which is trivial if $Tx=0$. In `norm_le_of_form`, `key` is the polarised inequality. Lean then assumes $c\|x\|<\|Tx\|$ and obtains a contradiction from the balanced vectors.

**The case without model error.** For $T=1-aE$,

$$(1-aL)\|x\|^2 \le \langle x,Tx\rangle \le (1-am)\|x\|^2 .$$

With $a=2/(m+L)$, the two coefficients are opposite:

$$1-am=\frac{L-m}{L+m},\qquad 1-aL=-\frac{L-m}{L+m}.$$

The previous step therefore gives $\|1-aE\|\le (L-m)/(L+m)$. This is `norm_exact_le`, where `e1` and `e2` are the two identities for the coefficients.

**Adding the error.** The triangle inequality gives

$$\|1-aE-aV\| \le \|1-aE\|+a\|V\| \le \frac{L-m}{L+m}+\frac{2\|V\|}{L+m},$$

which is the `calc` chain in `norm_errorMap_le`. The sum is below one exactly when $L-m+2\|V\|<L+m$, that is, when $\|V\|<m$.

**From eigenvalues to the form.** In finite dimension, `spectralWindow_of_eigenvalues` takes an orthonormal eigenbasis $b_i$ with eigenvalues $\lambda_i$ (`ev i` in Lean) and writes

$$\langle x,Ex\rangle=\sum_i\lambda_i\langle b_i,x\rangle^2,\qquad \|x\|^2=\sum_i\langle b_i,x\rangle^2 .$$

Since $m\le\lambda_i\le L$, comparing the sums term by term gives the window. The main theorem combines this with the norm bound.

**Iteration.** Let $q=(L-m+2\|V\|)/(L+m)$. Each step multiplies the error norm by at most $q$, so induction on the number of steps $k$ gives

$$\|n_k-n_s\|\le q^k\|n_0-n_s\| .$$

For $\|V\|<m$ we have $0\le q<1$, and the right side tends to zero. `mixing_converges` proves both the bound and the limit, from any starting density.

## Two modes that test the bound

The norm estimate is attained by a uniform shift $V=v\,1$ with $v\ge0$, provided that $E$ has an eigenvector $u$ at $L$. On that vector,

$$\bigl(1-a(L+v)\bigr)u=-\frac{L-m+2v}{L+m}\,u .$$

The propagator thus has at least the norm that the upper bound allows, and `bound_attained` concludes equality. Unless $m=L$ and $v=0$, when the factor is zero, the minus sign means that the error overshoots and reverses at each step.

The opposite shift shows that the strict inequality $\|V\|<m$ can't be relaxed to $\|V\|\le m$. Take $V=-m\,1$, whose norm is $m$, and suppose that $Eu=mu$ with $u\ne0$. Then

$$(E+V)u=mu-mu=0,$$

so a density error $u$ produces no correction. `stagnation_at_threshold` shows that the density $n_s+u$ stays unchanged after any number of steps, for every real $a$. The response has lost its restoring action along $u$, and no choice of step length brings it back.

The two failures differ in kind. At $v=m$ the positive shift makes the mode at $L$ flip sign forever under the tuned step, but a shorter step would damp it.

## Equal limits and relative errors

When $m=L$, the model is $E=m\,1$ and the tuned step is $a=1/m$. The propagator is then exactly $-V/m$. Without model error, one step reaches the fixed point; otherwise the norm is $\|V\|/m$, which is also the value of the general bound. In one dimension this is just division by a slightly wrong slope.

The response error could also have been modelled as relative, with $E(1+W)$ in place of $E+V$. Then $V=EW$ and $\|V\|\le L\|W\|$, so $\|W\|<m/L$ is enough for contraction. This sufficient condition depends on the ratio of the spectral limits: for a badly conditioned model it admits only a small relative error. The additive condition, measured against $L$, reads $\|V\|/L<m/L$ and involves the same ratio.
